# For two non-interacting fragments with nondegenerate ground states, CI without simultaneous excitations is exact only if one ground state is its reference

Q: Two hydrogen molecules sit far apart. In a minimal basis the ground state of each mixes a reference configuration $\sigma_g^2$ with a doubly excited one $\sigma_u^2$; keep only these two. CI with singles and doubles lets either molecule be excited, but drops the quadruple excitation in which both are. When does that cost energy?

A: Let Hermitian matrices $A$, $B$ describe the fragments, with nondegenerate lowest eigenvalues $a$, $b$ and eigenvectors $u$, $v$. A dimer state has coefficients $x_{ij}$. With references $i_0$, $j_0$, the truncation sets $x_{ij}=0$ whenever $i\ne i_0$ and $j\ne j_0$. For $H=A\otimes1+1\otimes B$, the energy splits over columns and rows:

$$\langle x,Hx\rangle=\sum_j\langle x_{\cdot j},Ax_{\cdot j}\rangle+\sum_i\langle x_{i\cdot},Bx_{i\cdot}\rangle\ \ge\ (a+b)\sum_{ij}|x_{ij}|^2 .$$

Equality forces equality in every term, so $x_{\cdot j}=c_ju$ and $x_{i\cdot}=d_iv$ for some numbers $c_j$, $d_i$. Suppose $u_i\ne0$ and $v_j\ne0$ for some $i\ne i_0$, $j\ne j_0$. Then $0=x_{ij}=c_ju_i$ gives $c_j=0$, so column $j$ vanishes. For every $k$, $0=x_{kj}=d_kv_j$ then gives $d_k=0$, hence $x=0$, a contradiction.

Conversely, if $u$ or $v$ is its bare reference, $u_iv_j$ is admissible, and $H(u\otimes v)=(a+b)\,u\otimes v$.

Q: How much of the physics is already assumed in the Lean definitions?

A: For the ground state, only eigenvector statements: `lowest` says that no eigenvalue lies below `a`, and `simple` that its eigenvectors are multiples of `u`. The vectors need not be normalised.

```lean
import Mathlib

open Matrix
open scoped Kronecker ComplexOrder

namespace TruncatedCISizeConsistency

noncomputable section

variable {m n : Type*} [Fintype m] [DecidableEq m] [Fintype n] [DecidableEq n]

/-- The Hermitian matrix `A` has the simple lowest eigenvalue `a`, with eigenvector `u`. -/
structure IsSimpleGround (A : Matrix m m ℂ) (a : ℝ) (u : m → ℂ) : Prop where
  hermitian : A.IsHermitian
  ne_zero : u ≠ 0
  eigen : A *ᵥ u = (a : ℂ) • u
  lowest : ∀ (μ : ℝ) (x : m → ℂ), x ≠ 0 → A *ᵥ x = (μ : ℂ) • x → a ≤ μ
  simple : ∀ x : m → ℂ, A *ᵥ x = (a : ℂ) • x → ∃ c : ℂ, x = c • u
```

The Hamiltonian has no interaction term, and `rayleigh` divides by the squared norm.

```lean
/-- The Hamiltonian `A ⊗ 1 + 1 ⊗ B` of two fragments that do not interact. -/
def dimer (A : Matrix m m ℂ) (B : Matrix n n ℂ) : Matrix (m × n) (m × n) ℂ :=
  A ⊗ₖ (1 : Matrix n n ℂ) + (1 : Matrix m m ℂ) ⊗ₖ B

/-- The Rayleigh quotient of `H` at a nonzero vector `x`: the real part of `⟨x, H x⟩ / ⟨x, x⟩`. -/
def rayleigh (H : Matrix m m ℂ) (x : m → ℂ) : ℝ :=
  (star x ⬝ᵥ H *ᵥ x).re / ∑ i, ‖x i‖ ^ 2
```

The variational space excludes the zero vector, and `ciEnergies` collects its energies.

```lean
/-- The nonzero dimer vectors in which at most one fragment has left its reference index. -/
def truncated (i₀ : m) (j₀ : n) : Set (m × n → ℂ) :=
  {x | x ≠ 0 ∧ ∀ i j, i ≠ i₀ → j ≠ j₀ → x (i, j) = 0}

/-- The Rayleigh quotients of the dimer Hamiltonian on the truncated space. -/
def ciEnergies (A : Matrix m m ℂ) (B : Matrix n n ℂ) (i₀ : m) (j₀ : n) : Set ℝ :=
  rayleigh (dimer A B) '' truncated i₀ j₀
```

Q: Is that really CISD?

A: With only the two configurations above on each hydrogen molecule, it is the same selection. In general the two spaces differ. CISD also keeps a single excitation on each fragment at once, which `truncated` forbids, and it drops triple and higher excitations on one fragment, which `truncated` allows. The theorem below is about `truncated`.

Q: Where does the variational principle come from?

A: It is proved. After two lemmas on the squared norm, `variational` shows that $A-a$ has no negative eigenvalue and is therefore positive semidefinite. A vector on which $A-a$ has zero expectation value is then annihilated by $A-a$, which is the equality case.

```lean
omit [DecidableEq m] in
/-- A nonzero vector has positive squared norm. -/
lemma normSum_pos {x : m → ℂ} (hx : x ≠ 0) : 0 < ∑ i, ‖x i‖ ^ 2 := by
  obtain ⟨i, hi⟩ := Function.ne_iff.mp hx
  have hi' : x i ≠ 0 := hi
  exact Finset.sum_pos' (fun _ _ => by positivity)
    ⟨i, Finset.mem_univ i, pow_pos (norm_pos_iff.mpr hi') 2⟩

omit [DecidableEq m] in
/-- The inner product of a vector with itself is the sum of the squared moduli of its entries. -/
lemma star_dot_self (x : m → ℂ) : star x ⬝ᵥ x = ((∑ i, ‖x i‖ ^ 2 : ℝ) : ℂ) := by
  simp only [dotProduct, Pi.star_apply, Complex.star_def, Complex.conj_mul',
    Complex.ofReal_sum, Complex.ofReal_pow]

/-- Variational principle for a Hermitian matrix with a simple lowest eigenvalue: no expectation
value lies below that eigenvalue, and a vector that reaches it is an eigenvector or zero. -/
theorem variational {A : Matrix m m ℂ} {a : ℝ} {u : m → ℂ} (h : IsSimpleGround A a u)
    (x : m → ℂ) : a * ∑ i, ‖x i‖ ^ 2 ≤ (star x ⬝ᵥ A *ᵥ x).re ∧
      ((star x ⬝ᵥ A *ᵥ x).re = a * ∑ i, ‖x i‖ ^ 2 → A *ᵥ x = (a : ℂ) • x) := by
  have h1 : ((a : ℂ) • (1 : Matrix m m ℂ)).IsHermitian := by
    rw [Matrix.IsHermitian, Matrix.conjTranspose_smul, Matrix.conjTranspose_one,
      Complex.star_def, Complex.conj_ofReal]
  have hM := h.hermitian.sub h1
  have hsub : ∀ y : m → ℂ, (A - (a : ℂ) • (1 : Matrix m m ℂ)) *ᵥ y = A *ᵥ y - (a : ℂ) • y := by
    intro y
    rw [Matrix.sub_mulVec, Matrix.smul_mulVec, Matrix.one_mulVec]
  -- the eigenvalues of `A - a` are nonnegative because `a` is the lowest one of `A`
  have hP : (A - (a : ℂ) • (1 : Matrix m m ℂ)).PosSemidef := by
    refine hM.posSemidef_iff_eigenvalues_nonneg.mpr fun i => ?_
    obtain ⟨y, hy0, hy⟩ : ∃ y : m → ℂ, y ≠ 0 ∧
        (A - (a : ℂ) • (1 : Matrix m m ℂ)) *ᵥ y = hM.eigenvalues i • y := by
      refine ⟨(hM.eigenvectorBasis i).ofLp, fun h0 => ?_, hM.mulVec_eigenvectorBasis i⟩
      apply hM.eigenvectorBasis.orthonormal.ne_zero i
      ext k
      exact congrFun h0 k
    have hl := h.lowest (a + hM.eigenvalues i) y hy0 (by
      rw [hsub] at hy
      ext k
      have hk := congrFun hy k
      simp only [Pi.sub_apply, Pi.smul_apply, Complex.real_smul, smul_eq_mul] at hk ⊢
      push_cast
      linear_combination hk)
    show (0 : ℝ) ≤ hM.eigenvalues i
    linarith
  have hz := Complex.nonneg_iff.mp (hP.dotProduct_mulVec_nonneg x)
  have hre : (star x ⬝ᵥ (A - (a : ℂ) • (1 : Matrix m m ℂ)) *ᵥ x).re
      = (star x ⬝ᵥ A *ᵥ x).re - a * ∑ i, ‖x i‖ ^ 2 := by
    rw [hsub, dotProduct_sub, dotProduct_smul, star_dot_self, smul_eq_mul, Complex.sub_re,
      Complex.re_ofReal_mul, Complex.ofReal_re]
  refine ⟨by linarith [hz.1], fun he => ?_⟩
  have h0 := (hP.dotProduct_mulVec_zero_iff x).mp
    (Complex.ext (by rw [hre, he, sub_self, Complex.zero_re]) hz.2.symm)
  rw [hsub] at h0
  exact sub_eq_zero.mp h0
```

The next two results give the column and row splitting, then the bound with its equality case.

```lean
/-- The dimer Hamiltonian acts with `A` on the columns and with `B` on the rows of the
coefficient array. -/
lemma dimer_mulVec (A : Matrix m m ℂ) (B : Matrix n n ℂ) (x : m × n → ℂ) (i : m) (j : n) :
    (dimer A B *ᵥ x) (i, j) = (A *ᵥ fun k => x (k, j)) i + (B *ᵥ fun l => x (i, l)) j := by
  simp only [dimer, Matrix.mulVec, dotProduct, Matrix.add_apply, Matrix.kroneckerMap_apply,
    Matrix.one_apply, add_mul, Finset.sum_add_distrib, Fintype.sum_prod_type]
  congr 1
  · simp
  · rw [Finset.sum_comm]
    simp

/-- For fragments with simple lowest eigenvalues `a`, `b`, the expectation value of the dimer
Hamiltonian is at least `a + b` times the squared norm; if a vector reaches this bound, its columns
and rows all solve the fragment eigenvalue equations. -/
theorem dimer_variational {A : Matrix m m ℂ} {B : Matrix n n ℂ} {a b : ℝ} {u : m → ℂ}
    {v : n → ℂ} (hA : IsSimpleGround A a u) (hB : IsSimpleGround B b v) (x : m × n → ℂ) :
    (a + b) * ∑ p, ‖x p‖ ^ 2 ≤ (star x ⬝ᵥ dimer A B *ᵥ x).re ∧
      ((star x ⬝ᵥ dimer A B *ᵥ x).re = (a + b) * ∑ p, ‖x p‖ ^ 2 →
        (∀ j, (A *ᵥ fun i => x (i, j)) = (a : ℂ) • fun i => x (i, j)) ∧
        ∀ i, (B *ᵥ fun j => x (i, j)) = (b : ℂ) • fun j => x (i, j)) := by
  have hE : (star x ⬝ᵥ dimer A B *ᵥ x).re
      = ∑ j, (star (fun i => x (i, j)) ⬝ᵥ A *ᵥ fun i => x (i, j)).re
        + ∑ i, (star (fun j => x (i, j)) ⬝ᵥ B *ᵥ fun j => x (i, j)).re := by
    rw [← Complex.re_sum, ← Complex.re_sum, ← Complex.add_re]
    congr 1
    simp only [dotProduct, Fintype.sum_prod_type, dimer_mulVec, Pi.star_apply, mul_add,
      Finset.sum_add_distrib]
    congr 1
    exact Finset.sum_comm
  have e1 : ∑ j, a * ∑ i, ‖x (i, j)‖ ^ 2 = a * ∑ p, ‖x p‖ ^ 2 := by
    rw [← Finset.mul_sum, Fintype.sum_prod_type, Finset.sum_comm]
  have e2 : ∑ i, b * ∑ j, ‖x (i, j)‖ ^ 2 = b * ∑ p, ‖x p‖ ^ 2 := by
    rw [← Finset.mul_sum, Fintype.sum_prod_type]
  have l1 := fun j (_ : j ∈ Finset.univ) => (variational hA fun i => x (i, j)).1
  have l2 := fun i (_ : i ∈ Finset.univ) => (variational hB fun j => x (i, j)).1
  have s1 := Finset.sum_le_sum l1
  have s2 := Finset.sum_le_sum l2
  refine ⟨by linarith, fun h => ⟨fun j => ?_, fun i => ?_⟩⟩
  · exact (variational hA _).2
      ((Finset.sum_eq_sum_iff_of_le l1).mp (by linarith) j (Finset.mem_univ j)).symm
  · exact (variational hB _).2
      ((Finset.sum_eq_sum_iff_of_le l2).mp (by linarith) i (Finset.mem_univ i)).symm
```

The product state supplies the converse.

```lean
/-- The product of the fragment ground states has dimer energy `a + b`. -/
theorem rayleigh_product {A : Matrix m m ℂ} {B : Matrix n n ℂ} {a b : ℝ} {u : m → ℂ}
    {v : n → ℂ} (hA : IsSimpleGround A a u) (hB : IsSimpleGround B b v) :
    (fun p : m × n => u p.1 * v p.2) ≠ 0 ∧
      rayleigh (dimer A B) (fun p => u p.1 * v p.2) = a + b := by
  have hne : (fun p : m × n => u p.1 * v p.2) ≠ 0 := by
    obtain ⟨i, hi⟩ := Function.ne_iff.mp hA.ne_zero
    obtain ⟨j, hj⟩ := Function.ne_iff.mp hB.ne_zero
    exact fun h => mul_ne_zero hi hj (congrFun h (i, j))
  have he : dimer A B *ᵥ (fun p => u p.1 * v p.2)
      = ((a + b : ℝ) : ℂ) • fun p : m × n => u p.1 * v p.2 := by
    ext ⟨i, j⟩
    have h1 : (fun k => u k * v j) = v j • u := by
      ext k
      simp [mul_comm]
    have h2 : (fun l => u i * v l) = u i • v := rfl
    rw [dimer_mulVec, h1, h2, Matrix.mulVec_smul, Matrix.mulVec_smul, hA.eigen, hB.eigen]
    simp only [Pi.smul_apply, smul_eq_mul]
    push_cast
    ring
  refine ⟨hne, ?_⟩
  rw [rayleigh, he, dotProduct_smul, star_dot_self, smul_eq_mul, Complex.re_ofReal_mul,
    Complex.ofReal_re, mul_div_cancel_right₀ _ (normSum_pos hne).ne']
```

Q: Does a minimum exist at all?

A: Yes. Scaling leaves the quotient unchanged, so one may take the largest amplitude to be one in modulus. Those admissible vectors form a compact set, on which the quotient is continuous.

```lean
omit [DecidableEq m] in
/-- The Rayleigh quotient does not change when the vector is scaled by a nonzero number. -/
lemma rayleigh_smul (H : Matrix m m ℂ) (x : m → ℂ) {c : ℂ} (hc : c ≠ 0) :
    rayleigh H (c • x) = rayleigh H x := by
  have h1 : star c * c = ((‖c‖ ^ 2 : ℝ) : ℂ) := by
    rw [Complex.star_def, Complex.conj_mul', Complex.ofReal_pow]
  have h2 : star (c • x) ⬝ᵥ H *ᵥ (c • x) = ((‖c‖ ^ 2 : ℝ) : ℂ) * (star x ⬝ᵥ H *ᵥ x) := by
    rw [Matrix.mulVec_smul, star_smul, smul_dotProduct, dotProduct_smul, smul_eq_mul,
      smul_eq_mul, ← mul_assoc, h1]
  rw [rayleigh, h2, Complex.re_ofReal_mul]
  simp only [Pi.smul_apply, smul_eq_mul, norm_mul, mul_pow, ← Finset.mul_sum]
  exact mul_div_mul_left _ _ (pow_ne_zero 2 (norm_ne_zero_iff.mpr hc))

/-- The Rayleigh quotient attains a minimum on the truncated space. -/
theorem exists_least (A : Matrix m m ℂ) (B : Matrix n n ℂ) (i₀ : m) (j₀ : n) :
    ∃ E, IsLeast (ciEnergies A B i₀ j₀) E := by
  let S : Set (m × n → ℂ) := {x | ∀ i j, i ≠ i₀ → j ≠ j₀ → x (i, j) = 0}
  have hS : IsClosed S := by
    simp only [S, Set.ofPred_forall]
    exact isClosed_iInter fun i => isClosed_iInter fun j => isClosed_iInter fun _ =>
      isClosed_iInter fun _ => isClosed_eq (continuous_apply _) continuous_const
  have hK := (isCompact_sphere (0 : m × n → ℂ) 1).inter_right hS
  -- every admissible vector can be scaled to the unit sphere
  have hn : ∀ x ∈ truncated i₀ j₀,
      ((‖x‖⁻¹ : ℝ) : ℂ) • x ∈ Metric.sphere (0 : m × n → ℂ) 1 ∩ S := by
    intro x hx
    refine ⟨?_, fun i j hi hj => ?_⟩
    · rw [mem_sphere_zero_iff_norm, norm_smul, Complex.norm_real, norm_inv, norm_norm,
        inv_mul_cancel₀ (norm_ne_zero_iff.mpr hx.1)]
    · rw [Pi.smul_apply, hx.2 i j hi hj, smul_zero]
  have hs : (Pi.single (i₀, j₀) 1 : m × n → ℂ) ∈ truncated i₀ j₀ := by
    refine ⟨fun h => ?_, fun i j hi _ => ?_⟩
    · have h0 := congrFun h (i₀, j₀)
      simp at h0
    · exact Pi.single_eq_of_ne (fun h => hi (congrArg Prod.fst h)) _
  have h0 : ∀ x ∈ Metric.sphere (0 : m × n → ℂ) 1 ∩ S, x ≠ 0 := by
    rintro x ⟨hx, _⟩ rfl
    simp at hx
  have hc : Continuous fun x : m × n → ℂ => ∑ p, star (x p) * ∑ q, dimer A B p q * x q :=
    continuous_finsetSum _ fun p _ => (continuous_apply p).star.mul
      (continuous_finsetSum _ fun q _ => continuous_const.mul (continuous_apply q))
  have hd : Continuous fun x : m × n → ℂ => ∑ p, ‖x p‖ ^ 2 :=
    continuous_finsetSum _ fun p _ => (continuous_apply p).norm.pow 2
  have hr : ContinuousOn (rayleigh (dimer A B)) (Metric.sphere (0 : m × n → ℂ) 1 ∩ S) :=
    (Complex.continuous_re.comp hc).continuousOn.div hd.continuousOn
      fun x hx => (normSum_pos (h0 x hx)).ne'
  obtain ⟨y, hy, hmin⟩ := hK.exists_isMinOn ⟨_, hn _ hs⟩ hr
  refine ⟨_, ⟨y, ⟨h0 y hy, hy.2⟩, rfl⟩, ?_⟩
  rintro _ ⟨x, hx, rfl⟩
  have hx0 : ((‖x‖⁻¹ : ℝ) : ℂ) ≠ 0 :=
    Complex.ofReal_ne_zero.mpr (inv_ne_zero (norm_ne_zero_iff.mpr hx.1))
  rw [← rayleigh_smul (dimer A B) x hx0]
  exact hmin (hn x hx)
```

Q: And the main theorem?

A: `IsLeast` says that `E` is an attained minimum. It is at least $a+b$, with equality exactly when `u` or `v` vanishes away from its reference. The proof repeats the column-and-row argument. For non-interacting fragments with finite bases and nondegenerate ground states, this says exactly when such a truncated CI has a size-consistency error.

```lean
/-- For fragments with simple lowest eigenvalues `a`, `b`, the truncated minimum `E` exists and is
at least `a + b`, with equality exactly when one fragment ground state is its bare reference. -/
theorem truncated_min_eq_iff {A : Matrix m m ℂ} {B : Matrix n n ℂ} {a b : ℝ} {u : m → ℂ}
    {v : n → ℂ} (hA : IsSimpleGround A a u) (hB : IsSimpleGround B b v) (i₀ : m) (j₀ : n) :
    ∃ E, IsLeast (ciEnergies A B i₀ j₀) E ∧ a + b ≤ E ∧
      (E = a + b ↔ (∀ i, i ≠ i₀ → u i = 0) ∨ ∀ j, j ≠ j₀ → v j = 0) := by
  obtain ⟨E, hE⟩ := exists_least A B i₀ j₀
  obtain ⟨x, hx, hxE⟩ := hE.1
  have hN := normSum_pos hx.1
  have hle : a + b ≤ E := by
    rw [← hxE, rayleigh, le_div_iff₀ hN]
    exact (dimer_variational hA hB x).1
  refine ⟨E, hE, hle, fun h => ?_, fun h => ?_⟩
  · rw [← hxE, rayleigh, div_eq_iff hN.ne'] at h
    obtain ⟨hcol, hrow⟩ := (dimer_variational hA hB x).2 h
    by_contra hcon
    push Not at hcon
    obtain ⟨⟨i, hi, hui⟩, j, hj, hvj⟩ := hcon
    -- the missing simultaneous excitation `(i, j)` removes column `j`, and then every row
    obtain ⟨c, hc⟩ := hA.simple _ (hcol j)
    have hc0 : c = 0 := by
      have h1 : x (i, j) = c * u i := congrFun hc i
      rw [hx.2 i j hi hj] at h1
      exact (mul_eq_zero.mp h1.symm).resolve_right hui
    apply hx.1
    ext ⟨k, l⟩
    obtain ⟨d, hd⟩ := hB.simple _ (hrow k)
    have h1 : x (k, j) = c * u k := congrFun hc k
    have h2 : x (k, j) = d * v j := congrFun hd j
    have hd0 : d = 0 := by
      rw [h1, hc0, zero_mul] at h2
      exact (mul_eq_zero.mp h2.symm).resolve_right hvj
    have h3 : x (k, l) = d * v l := congrFun hd l
    rw [h3, hd0, zero_mul, Pi.zero_apply]
  · -- the product of the ground states is itself admissible
    obtain ⟨hne, hp⟩ := rayleigh_product hA hB
    refine le_antisymm (hE.2 ⟨_, ⟨hne, fun i j hi hj => ?_⟩, hp⟩) hle
    rcases h with h | h
    · simp [h i hi]
    · simp [h j hj]
```

Q: What if one ground level is degenerate?

A: The equivalence can fail, even if the other is simple. Take $A=0$ on two levels, $B$ with zero diagonal and coupling $-1$, and $u=v=(1,1)/\sqrt2$. The reference of $A$ times $v$ is admissible and has energy $-1=a+b$, yet neither $u$ nor $v$ is a bare reference.

Q: How large is the error in a simple case?

A: Let both fragments have two degenerate configurations at energy zero with coupling $-1$, a strongly mixed case, so that the coupling strength is the energy unit. The exact energy is $-2$; the truncated minimum is $-\sqrt2$. For real amplitudes $p=x_{00}$, $r=x_{01}$, $s=x_{10}$, the energy numerator is $-2p(r+s)$, and

$$\sqrt2(p^2+r^2+s^2)-2p(r+s)=\sqrt2\Big(p-\tfrac{r+s}{\sqrt2}\Big)^2+\tfrac{(r-s)^2}{\sqrt2}\ge0 .$$

Real and imaginary parts obey this separately. A normalised minimiser is $(p,r,s)=(1/\sqrt2,\,1/2,\,1/2)$; Lean uses its multiple $(\sqrt2,1,1)$.

```lean
/-- A two-level fragment with degenerate levels at zero and coupling `-1`. -/
def twoLevel : Matrix (Fin 2) (Fin 2) ℂ := !![0, -1; -1, 0]

/-- The two-level fragment has the simple lowest eigenvalue `-1`, with eigenvector `(1, 1)`. -/
theorem twoLevel_witness : IsSimpleGround twoLevel (-1) ![1, 1] where
  hermitian := by
    ext i j
    fin_cases i <;> fin_cases j <;> simp [twoLevel]
  ne_zero := fun h => by simpa using congrFun h 0
  eigen := by
    ext i
    fin_cases i <;> simp [twoLevel, Matrix.mulVec, dotProduct, Fin.sum_univ_two]
  lowest := by
    intro μ x hx h
    have e0 : -x 1 = μ * x 0 := by
      simpa [twoLevel, Matrix.mulVec, dotProduct, Fin.sum_univ_two] using congrFun h 0
    have e1 : -x 0 = μ * x 1 := by
      simpa [twoLevel, Matrix.mulVec, dotProduct, Fin.sum_univ_two] using congrFun h 1
    by_contra hlt
    have hlt' := not_le.mp hlt
    have hm : (1 : ℂ) - (μ : ℂ) ^ 2 ≠ 0 := by
      intro h0
      have h1 : (1 : ℝ) - μ ^ 2 = 0 := by exact_mod_cast h0
      nlinarith
    have z0 : (1 - (μ : ℂ) ^ 2) * x 0 = 0 := by linear_combination (μ : ℂ) * e0 - e1
    have z1 : (1 - (μ : ℂ) ^ 2) * x 1 = 0 := by linear_combination (μ : ℂ) * e1 - e0
    apply hx
    ext i
    fin_cases i
    · exact (mul_eq_zero.mp z0).resolve_left hm
    · exact (mul_eq_zero.mp z1).resolve_left hm
  simple := by
    intro x h
    have e0 : x 1 = x 0 := by
      simpa [twoLevel, Matrix.mulVec, dotProduct, Fin.sum_univ_two] using congrFun h 0
    refine ⟨x 0, ?_⟩
    ext i
    fin_cases i <;> simp [e0]

/-- For two `twoLevel` fragments, each with reference index `0`, the truncated minimum is `-√2`. -/
theorem twoLevel_truncated_min : IsLeast (ciEnergies twoLevel twoLevel 0 0) (-√2) := by
  have h2 : √2 ^ 2 = (2 : ℝ) := Real.sq_sqrt (by norm_num)
  have form : ∀ x : Fin 2 × Fin 2 → ℂ, x (1, 1) = 0 →
      (star x ⬝ᵥ dimer twoLevel twoLevel *ᵥ x).re
        = -(2 * (x (0, 0)).re * ((x (0, 1)).re + (x (1, 0)).re)
          + 2 * (x (0, 0)).im * ((x (0, 1)).im + (x (1, 0)).im)) ∧
      ∑ p, ‖x p‖ ^ 2 = ((x (0, 0)).re ^ 2 + (x (0, 1)).re ^ 2 + (x (1, 0)).re ^ 2)
          + ((x (0, 0)).im ^ 2 + (x (0, 1)).im ^ 2 + (x (1, 0)).im ^ 2) := by
    intro x hx
    constructor
    · simp only [dotProduct, Fintype.sum_prod_type, dimer_mulVec, Fin.sum_univ_two]
      simp [twoLevel, Matrix.mulVec, dotProduct, Fin.sum_univ_two, hx]
      ring
    · simp only [Fintype.sum_prod_type, Fin.sum_univ_two, hx, Complex.sq_norm,
        Complex.normSq_apply, Complex.zero_re, Complex.zero_im]
      ring
  -- completing the square
  have key : ∀ p r s : ℝ, 2 * p * (r + s) ≤ √2 * (p ^ 2 + r ^ 2 + s ^ 2) := by
    intro p r s
    have hsq : √2 * (p ^ 2 + r ^ 2 + s ^ 2) - 2 * p * (r + s)
        = √2 * (p - √2 / 2 * (r + s)) ^ 2 + √2 / 2 * (r - s) ^ 2 := by
      linear_combination (p * (r + s) - √2 / 4 * (r + s) ^ 2) * h2
    have hpos : 0 ≤ √2 * (p - √2 / 2 * (r + s)) ^ 2 + √2 / 2 * (r - s) ^ 2 := by positivity
    linarith
  constructor
  · let y : Fin 2 × Fin 2 → ℂ := fun p => !![((√2 : ℝ) : ℂ), 1; 1, 0] p.1 p.2
    have y00 : y (0, 0) = ((√2 : ℝ) : ℂ) := rfl
    have y01 : y (0, 1) = 1 := rfl
    have y10 : y (1, 0) = 1 := rfl
    have y11 : y (1, 1) = 0 := rfl
    refine ⟨y, ⟨fun h => ?_, fun i j hi hj => ?_⟩, ?_⟩
    · exact one_ne_zero (y01.symm.trans (congrFun h (0, 1)))
    · have hi1 : i = 1 := by omega
      have hj1 : j = 1 := by omega
      rw [hi1, hj1, y11]
    · rw [rayleigh, (form y y11).1, (form y y11).2, y00, y01, y10]
      simp only [Complex.ofReal_re, Complex.ofReal_im, Complex.one_re, Complex.one_im, h2]
      ring
  · rintro _ ⟨x, hx, rfl⟩
    have h11 := hx.2 1 1 (by decide) (by decide)
    rw [rayleigh, le_div_iff₀ (normSum_pos hx.1), (form x h11).1, (form x h11).2]
    linarith [key (x (0, 0)).re (x (0, 1)).re (x (1, 0)).re,
      key (x (0, 0)).im (x (0, 1)).im (x (1, 0)).im]

end

end TruncatedCISizeConsistency
```

```lean
#print axioms TruncatedCISizeConsistency.truncated_min_eq_iff
-- 'TruncatedCISizeConsistency.truncated_min_eq_iff' depends on axioms: [propext, Classical.choice, Quot.sound]
#print axioms TruncatedCISizeConsistency.twoLevel_truncated_min
-- 'TruncatedCISizeConsistency.twoLevel_truncated_min' depends on axioms: [propext, Classical.choice, Quot.sound]
```
